# For Positive Weights on a Finite Product, the Heat-Bath Kernel Is Stochastic, Reversible and Idempotent

Take two variables x and y, each with the values 0 and 1, and give the four configurations (x, y) the weights

p(0,0) = 1, p(1,0) = 3, p(0,1) = 2, p(1,1) = 4.

A heat-bath update of x keeps y and draws a new x from the weights at that y. At y = 0 these weights add up to 4, so the new x is 0 with probability 1/4 and 1 with probability 3/4. At y = 1 they add up to 6, and the probabilities are 1/3 and 2/3. With the configurations in the order (0,0), (1,0), (0,1), (1,1), and with rows for the old configuration and columns for the new one, the transition matrix is

K =
( 1/4  3/4   0    0  )
( 1/4  3/4   0    0  )
(  0    0   1/3  2/3 )
(  0    0   1/3  2/3 )

Each row sums to one. The flow from (0,0) to (1,0) is 1 · 3/4, and the flow back is 3 · 1/4, which is the same. Within a block the two rows are equal, because the draw ignores the old x. A second update therefore draws from the same distribution as the first, and K · K = K.

## The heat-bath kernel on a finite product

Let X and Y be finite sets and let p(x, y) > 0 be a weight on X × Y, for instance a Boltzmann factor exp(−βE), with β the inverse temperature and E the energy of the configuration. The weights need not add up to one. In a lattice model x can be the spin at one site and y the configuration of all the others. The marginal weight of y is

Z(y) = Σ_z p(z, y),

where z runs over X. For configurations a = (x, y) and b = (x', y') the heat-bath kernel is

K(a, b) = p(b) / Z(y) if y' = y, and K(a, b) = 0 otherwise.

The claim is that K has nonnegative entries and unit row sums, that it satisfies detailed balance with respect to p, and that K · K = K.

**Conditional averages and row sums.** Let K act on an observable f. Only configurations with the same y contribute, so

(K f)(x, y) = Σ_b K((x, y), b) f(b) = Σ_z p(z, y) f(z, y) / Z(y).

This is the average of f over x at fixed y. For f = 1 the numerator is Z(y), and the row sum is 1. The entries are nonnegative because p and Z are positive.

**Detailed balance.** If a and b have different values of y, both flows vanish. If they share y, they also share Z(y), and

p(a) K(a, b) = p(a) p(b) / Z(y) = p(b) K(b, a).

Summing over the initial configuration a gives stationarity:

Σ_a p(a) K(a, b) = p(b) Σ_a K(b, a) = p(b).

**Idempotence.** For every intermediate configuration c,

K(a, c) K(c, b) = K(a, c) K(a, b).

If c has the same y as a, the rows of c and a coincide. If not, K(a, c) = 0 and both sides vanish. Summing over c gives

(K · K)(a, b) = (Σ_c K(a, c)) K(a, b) = K(a, b).

**Unchanged observables.** Suppose K f = f. Then f(x, y) equals the conditional average above, which does not contain x, so f depends on y alone. Conversely, if f depends on y alone, it can be taken out of the average, and

(K f)(x, y) = f(x, y) Z(y) / Z(y) = f(x, y).

One such observable is the indicator of a given value of y. Its expectation never changes under K, so when Y has at least two values, repeating this one update cannot equilibrate y.

**Uniqueness.** Now let K be any real matrix that never changes y, has entries independent of the old x, and leaves p stationary. Stationarity at the configuration (x', y) reads

p(x', y) = Σ_{z,w} p(z, w) K((z, w), (x', y)),

where w runs over Y. Since K keeps y, only w = y survives. Since K forgets the old x, z may be replaced by any fixed x in the entry of K:

p(x', y) = Σ_z p(z, y) K((x, y), (x', y)) = Z(y) K((x, y), (x', y)).

Dividing by Z(y) gives the heat-bath entry.

For simulations of lattice models with finitely many states per site, idempotence means that repeating the heat-bath update of one site, with all other sites held fixed, does not change the distribution reached after the first update.

## Weights, marginals and the transition matrix in Lean

```lean
import Mathlib

open Matrix

namespace GibbsSampler

noncomputable section

variable {X Y : Type*} [Fintype X]
```

The types `X` and `Y` hold the values of the two variables. `X` is finite from the start, and `Y` becomes finite further down, where sums over whole configurations first appear.

```lean
/-- The marginal weight of `y`: the sum of the weights `p (z, y)` over all `z`. -/
def marginal (p : X × Y → ℝ) (y : Y) : ℝ := ∑ z, p (z, y)
```

The function `marginal p y` is Z(y). The weight `p` is an arbitrary real function on pairs, and positivity enters as a hypothesis `hp` only in the theorems that use it. No normalisation is imposed, so the partition function, the sum of all weights, is never needed.

```lean
/-- For positive weights, and at least one value `x` of the first variable, every marginal
weight is positive. -/
theorem marginal_pos {p : X × Y → ℝ} (hp : ∀ a, 0 < p a) (x : X) (y : Y) :
    0 < marginal p y :=
  Finset.sum_pos (fun z _ => hp (z, y)) ⟨x, Finset.mem_univ x⟩
```

A sum of positive terms is positive if there is at least one term. The argument `x` supplies that term. In the later proofs it is always at hand, because a configuration contains a value of `x`.

```lean
variable [DecidableEq Y]

/-- The heat-bath kernel: keep `y` and redraw `x` with probability `p (x', y)` divided by the
marginal weight of `y`. It is meant for nonnegative weights whose marginals are nonzero. -/
def heatBath (p : X × Y → ℝ) : Matrix (X × Y) (X × Y) ℝ :=
  Matrix.of fun a b => if b.2 = a.2 then p b / marginal p a.2 else 0
```

The kernel is a real matrix indexed by configurations. The components of a pair `a` are `a.1`, which is x, and `a.2`, which is y. As in the example, the row index is the old configuration and the column index the new one. The matrix is the transition law of the update; random numbers and trajectories do not appear.

## Detailed balance and the conditional average

```lean
/-- The detailed-balance equation, for any real function `p`: `p a` times the kernel entry from `a`
to `b` equals `p b` times the entry from `b` to `a`. -/
theorem detailed_balance (p : X × Y → ℝ) (a b : X × Y) :
    p a * heatBath p a b = p b * heatBath p b a := by
  by_cases h : b.2 = a.2
  · -- both configurations share the same normalisation
    simp only [heatBath, Matrix.of_apply, h, if_true]
    ring
  · have h' : ¬ a.2 = b.2 := fun e => h e.symm
    simp [heatBath, h, h']
```

The two cases are those of the derivation. If the values of y agree, `simp only` uses `h` to write both entries with the same marginal, and `ring` confirms that the two products are equal. If they differ, both entries are zero. No positivity is assumed here; at a vanishing marginal Lean's convention for division by zero turns the row into zeros, so the equation holds but describes no sampling step.

```lean
variable [Fintype Y]

/-- Acting on an observable `f`, the heat-bath kernel returns the sum of `p * f` over the first
variable at fixed `y`, divided by the marginal weight of `y`. For positive weights this is the
weighted average of `f` at fixed `y`. -/
theorem heatBath_mulVec (p f : X × Y → ℝ) (x : X) (y : Y) :
    (heatBath p *ᵥ f) (x, y) = (∑ z, p (z, y) * f (z, y)) / marginal p y := by
  simp only [Matrix.mulVec, dotProduct, heatBath, Matrix.of_apply, Fintype.sum_prod_type,
    ite_mul, zero_mul, Finset.sum_ite_eq', Finset.mem_univ, if_true]
  rw [Finset.sum_div]
  refine Finset.sum_congr rfl fun z _ => ?_
  ring
```

The notation `*ᵥ` is a matrix acting on a column vector, here K acting on an observable. The `simp only` step writes this action as a double sum over x and y and uses the condition in the kernel to collapse the sum over y to a single term. The remaining lines move the division by the marginal inside the sum and compare term by term.

```lean
/-- For positive weights the transition probabilities out of each configuration sum to one. -/
theorem row_sum {p : X × Y → ℝ} (hp : ∀ a, 0 < p a) (a : X × Y) :
    ∑ b, heatBath p a b = 1 := by
  obtain ⟨x, y⟩ := a
  -- the row sum is the conditional average of the constant observable 1
  have h : ∑ b, heatBath p (x, y) b = (heatBath p *ᵥ fun _ => 1) (x, y) := by
    simp [Matrix.mulVec, dotProduct]
  rw [h, heatBath_mulVec]
  simp only [mul_one]
  exact div_self (marginal_pos hp x y).ne'
```

The row sum is rewritten as the action of the kernel on the constant observable 1. The preceding theorem then turns it into Z(y) / Z(y), and `marginal_pos` justifies the cancellation.

## Stochastic, reversible and idempotent

```lean
/-- For positive weights `p`, the heat-bath kernel has nonnegative entries and unit row sums,
is reversible for `p`, and is idempotent: two updates in a row act as one. -/
theorem heatBath_stochastic_reversible_idempotent {p : X × Y → ℝ} (hp : ∀ a, 0 < p a) :
    (∀ a b, 0 ≤ heatBath p a b) ∧ (∀ a, ∑ b, heatBath p a b = 1) ∧
      (∀ a b, p a * heatBath p a b = p b * heatBath p b a) ∧
      heatBath p * heatBath p = heatBath p := by
  refine ⟨fun a b => ?_, row_sum hp, detailed_balance p, ?_⟩
  · simp only [heatBath, Matrix.of_apply]
    split_ifs
    · exact div_nonneg (hp b).le (marginal_pos hp a.1 a.2).le
    · exact le_rfl
  · ext a b
    -- the second update does not remember which `x` the first one drew
    have h : ∀ c, heatBath p a c * heatBath p c b = heatBath p a c * heatBath p a b := by
      intro c
      by_cases hc : c.2 = a.2
      · have e : heatBath p c b = heatBath p a b := by
          simp only [heatBath, Matrix.of_apply, hc]
        rw [e]
      · simp [heatBath, hc]
    rw [Matrix.mul_apply, Finset.sum_congr rfl (fun c _ => h c), ← Finset.sum_mul,
      row_sum hp, one_mul]
```

The four parts of the conclusion are nonnegative entries, unit row sums, detailed balance and K · K = K. Together the first two say that the matrix is row-stochastic. The second and third parts are the results already proved. For the first, `split_ifs` separates the two branches of the kernel: one is a quotient of positive numbers, the other is zero.

For idempotence, the inner statement `h` is the identity K(a, c) K(c, b) = K(a, c) K(a, b), proved by the same two cases as by hand. The last rewriting expands the matrix product, applies `h` to each term, takes the common factor K(a, b) out of the sum with `Finset.sum_mul`, and replaces the remaining row sum by 1.

```lean
/-- Positive weights `p` are stationary under the heat-bath update. -/
theorem stationary {p : X × Y → ℝ} (hp : ∀ a, 0 < p a) : p ᵥ* heatBath p = p := by
  ext b
  change ∑ a, p a * heatBath p a b = p b
  rw [Finset.sum_congr rfl (fun a _ => detailed_balance p a b), ← Finset.mul_sum,
    row_sum hp, mul_one]
```

Here `ᵥ*` is a row vector acting on a matrix from the left, which is how a distribution evolves under one update. The proof applies detailed balance to each term, takes out p(b), and uses the row sum. The statement is about the unnormalised weights. Dividing by their total gives the same statement for the probabilities p(a) / Σ_c p(c).

## What the update leaves unchanged, and what determines it

```lean
/-- For positive weights, an observable is unchanged by the heat-bath kernel exactly when it
does not depend on the redrawn variable `x`. -/
theorem fixed_iff {p : X × Y → ℝ} (hp : ∀ a, 0 < p a) (f : X × Y → ℝ) :
    heatBath p *ᵥ f = f ↔ ∀ x x' y, f (x, y) = f (x', y) := by
  constructor
  · intro h x x' y
    have h1 := congrFun h (x, y)
    have h2 := congrFun h (x', y)
    rw [heatBath_mulVec] at h1 h2
    exact h1.symm.trans h2
  · intro h
    ext ⟨x, y⟩
    rw [heatBath_mulVec, div_eq_iff (marginal_pos hp x y).ne', marginal, Finset.mul_sum]
    refine Finset.sum_congr rfl fun z _ => ?_
    rw [h z x y]
    ring
```

In the forward direction, `h1` and `h2` say that one and the same conditional average equals f(x, y) and f(x', y), so these two values agree. In the reverse direction, `div_eq_iff` multiplies out the marginal, and the two sides are compared term by term after f(z, y) has been replaced by f(x, y).

```lean
/-- For positive weights `p`, a matrix that never changes `y`, whose entries do not depend on
the old `x`, and that leaves `p` stationary is the heat-bath kernel. -/
theorem eq_heatBath {p : X × Y → ℝ} (hp : ∀ a, 0 < p a) (K : Matrix (X × Y) (X × Y) ℝ)
    (hkeep : ∀ a b, b.2 ≠ a.2 → K a b = 0)
    (hforget : ∀ x x' y b, K (x, y) b = K (x', y) b)
    (hstat : p ᵥ* K = p) : K = heatBath p := by
  -- stationarity, restricted to one value of `y`, fixes the entries
  have key : ∀ x x' y, K (x, y) (x', y) * marginal p y = p (x', y) := by
    intro x x' y
    have h : ∑ a, p a * K a (x', y) = p (x', y) := congrFun hstat (x', y)
    rw [← h, Fintype.sum_prod_type_right, Finset.sum_eq_single y]
    · rw [marginal, Finset.mul_sum]
      refine Finset.sum_congr rfl fun z _ => ?_
      rw [hforget x z y (x', y)]
      ring
    · intro y' _ hy
      refine Finset.sum_eq_zero fun z _ => ?_
      rw [hkeep (z, y') (x', y) hy.symm, mul_zero]
    · intro hy
      exact absurd (Finset.mem_univ y) hy
  ext ⟨x, y⟩ ⟨x', y'⟩
  by_cases h : y' = y
  · subst h
    simp only [heatBath, Matrix.of_apply, if_true]
    exact eq_div_of_mul_eq (marginal_pos hp x _).ne' (key x x' _)
  · rw [hkeep (x, y) (x', y') h]
    simp [heatBath, h]

end

end GibbsSampler
```

The three hypotheses on `K` are the three properties in the uniqueness argument: `hkeep` says that y never changes, `hforget` that the old x has no influence, and `hstat` that p is stationary. Nonnegative entries and unit row sums are not assumed; they follow, since `K` turns out to be the heat-bath kernel.

The hypothesis `hforget` excludes, for example, the identity matrix, which keeps y and leaves p stationary but differs from the heat-bath kernel whenever Y is nonempty and X has at least two values.

The statement `key` is the equation K((x, y), (x', y)) Z(y) = p(x', y). To reach it, the stationarity sum is arranged with y as the outer variable, and `Finset.sum_eq_single y` keeps only the term at the given y. The first bullet writes Z(y) as a sum over z and compares the two sides summand by summand, with `hforget` replacing the old x by z in the entry of K, and the second uses `hkeep` to show that the other terms vanish. At the end the matrices are compared entry by entry: if y is unchanged, `key` is divided by the positive marginal, and otherwise both entries are zero.

```lean
#print axioms GibbsSampler.heatBath_stochastic_reversible_idempotent
#print axioms GibbsSampler.stationary
#print axioms GibbsSampler.fixed_iff
#print axioms GibbsSampler.eq_heatBath
```

```
'GibbsSampler.heatBath_stochastic_reversible_idempotent' depends on axioms: [propext, Classical.choice, Quot.sound]
'GibbsSampler.stationary' depends on axioms: [propext, Classical.choice, Quot.sound]
'GibbsSampler.fixed_iff' depends on axioms: [propext, Classical.choice, Quot.sound]
'GibbsSampler.eq_heatBath' depends on axioms: [propext, Classical.choice, Quot.sound]
```

The theorems concern one update of one variable with finitely many values, under strictly positive weights wherever `hp` appears. Continuous variables, sweeps that update several variables in turn, and the rate at which such sweeps converge need further arguments.
